# The one-dimensional three-point Poisson kernel has absolute error of order \(h^2\), uniformly over nonzero wave numbers up to Nyquist

To obtain an electrostatic potential on a periodic grid, one can Fourier transform the density, multiply each coefficient of nonzero wave number by a kernel and transform back. With \(N\) points in a cell of length \(L\), the spacing is \(h=L/N\) and the wave numbers are \(G=2\pi n/L\), with integer \(|n|\le N/2\). Apart from the factor \(4\pi\) that belongs to the potential in atomic units, the three-point Laplacian gives the kernel

\[
K_h(G)=\frac{h^2}{4\sin^2(Gh/2)},
\]

where the continuum has \(1/G^2\). For \(0<|Gh|\le\pi\),

\[
\frac{h^2}{12}<K_h(G)-\frac1{G^2}\le h^2\Big(\frac14-\frac1{\pi^2}\Big),
\]

with equality on the right exactly when \(|Gh|=\pi\). At \(h=0.2\) bohr the bounds are about 0.0033 and 0.0059 bohr². The uniformity concerns absolute error: at Nyquist the ratio of the kernels is \(\pi^2/4\), whatever the spacing.

This bears on Hartree potentials in grid-based electronic structure, here for one dimension and a prescribed density. The step to a three-dimensional grid, whose kernel has a sum of three squared sines in the denominator, remains to be made.

In the code, functions live on the whole real line and `h` may have either sign. `gridKernel` and `coulombKernel` leave out the \(4\pi\), so in atomic units the bound on the potential error is to be multiplied by it. `kernelGap` is \(g(x)=1/\sin^2x-1/x^2\), where \(x\) is a dimensionless half-phase; in `planeWave`, `negLaplacian` and the theorems about waves and potentials, `x` is position.

```lean
import Mathlib

open scoped Real

namespace GridCoulombKernel

noncomputable section

/-- The plane wave `exp(i G x)`. -/
def planeWave (G x : ℝ) : ℂ := Complex.exp ((G * x : ℝ) * Complex.I)

/-- The three-point approximation of `-d²/dx²` with grid spacing `h ≠ 0`. -/
def negLaplacian (h : ℝ) (φ : ℝ → ℂ) (x : ℝ) : ℂ :=
  (2 * φ x - φ (x + h) - φ (x - h)) / (h : ℂ) ^ 2

/-- The three-point Poisson kernel at wave number `G`, for `sin (G h / 2) ≠ 0`. -/
def gridKernel (h G : ℝ) : ℝ := h ^ 2 / (4 * Real.sin (G * h / 2) ^ 2)

/-- The continuum Poisson kernel `1 / G²`, for `G ≠ 0`. -/
def coulombKernel (G : ℝ) : ℝ := 1 / G ^ 2

/-- The dimensionless kernel error `1 / sin² x - 1 / x²`, for `sin x ≠ 0`. -/
def kernelGap (x : ℝ) : ℝ := 1 / Real.sin x ^ 2 - 1 / x ^ 2
```

## The stencil must see the wave: \(\sin(Gh/2)\ne0\)

Applied to \(e^{iGx}\), the three-point operator gives

\[
\frac{2-e^{iGh}-e^{-iGh}}{h^2}\,e^{iGx}=\frac{4\sin^2(Gh/2)}{h^2}\,e^{iGx}.
\]

If the factor is nonzero, dividing by it shows that \(K_h(G)e^{iGx}\) solves the discrete Poisson equation with source \(e^{iGx}\). If \(h\ne0\) and the sine vanishes, the wave has equal values at neighbouring grid points, the operator annihilates it, and no multiple of it is a solution.

In the proof, `hsum` adds the two neighbours, and `hk` uses the hypothesis to cancel the sine.

```lean
/-- If `sin (G h / 2) ≠ 0`, the grid kernel times a plane wave solves the three-point
Poisson equation with that plane wave as source. -/
theorem gridKernel_solves_poisson {h G : ℝ} (hs : Real.sin (G * h / 2) ≠ 0) (x : ℝ) :
    negLaplacian h (fun y => gridKernel h G * planeWave G y) x = planeWave G x := by
  have hh : h ≠ 0 := by
    rintro rfl
    simp at hs
  have hh2 : (h : ℂ) ^ 2 ≠ 0 := pow_ne_zero 2 (Complex.ofReal_ne_zero.2 hh)
  have hc : Real.cos (G * h) = 1 - 2 * Real.sin (G * h / 2) ^ 2 := by
    have h1 := Real.cos_two_mul (G * h / 2)
    rw [show 2 * (G * h / 2) = G * h by ring] at h1
    linarith [Real.sin_sq_add_cos_sq (G * h / 2)]
  -- the two neighbours contribute `2 cos (G h)`
  have hp : Complex.exp ((G * h : ℝ) * Complex.I) + Complex.exp ((-(G * h) : ℝ) * Complex.I)
      = 2 - 4 * (Real.sin (G * h / 2) : ℂ) ^ 2 := by
    rw [Complex.exp_mul_I, Complex.exp_mul_I, ← Complex.ofReal_cos, ← Complex.ofReal_sin,
      ← Complex.ofReal_cos, ← Complex.ofReal_sin, Real.cos_neg, Real.sin_neg, hc]
    push_cast
    ring
  have hsum : planeWave G (x + h) + planeWave G (x - h)
      = (2 - 4 * (Real.sin (G * h / 2) : ℂ) ^ 2) * planeWave G x := by
    have e1 : planeWave G (x + h)
        = planeWave G x * Complex.exp ((G * h : ℝ) * Complex.I) := by
      rw [planeWave, planeWave, ← Complex.exp_add]
      congr 1
      push_cast
      ring
    have e2 : planeWave G (x - h)
        = planeWave G x * Complex.exp ((-(G * h) : ℝ) * Complex.I) := by
      rw [planeWave, planeWave, ← Complex.exp_add]
      congr 1
      push_cast
      ring
    rw [e1, e2, ← mul_add, hp, mul_comm]
  have hk : gridKernel h G * (4 * Real.sin (G * h / 2) ^ 2) = h ^ 2 :=
    div_mul_cancel₀ _ (mul_ne_zero four_ne_zero (pow_ne_zero 2 hs))
  have hk' : (gridKernel h G : ℂ) * (4 * (Real.sin (G * h / 2) : ℂ) ^ 2) = (h : ℂ) ^ 2 := by
    exact_mod_cast hk
  simp only [negLaplacian]
  rw [div_eq_iff hh2]
  linear_combination planeWave G x * hk' - (gridKernel h G : ℂ) * hsum
```

## At least two grid spacings per wavelength: \(|Gh|\le\pi\)

Set \(x=|Gh|/2\), so that \(0<x\le\pi/2\). Since \(G^2=4x^2/h^2\), the kernel error is \((h^2/4)\,g(x)\).

Integrating \(\cos y\ge1-y^2/2\) from zero three times gives, for \(x\ge0\),

\[
\begin{aligned}
\sin x&\ge x-\tfrac{x^3}{6},\\
\cos x&\le1-\tfrac{x^2}{2}+\tfrac{x^4}{24},\\
\sin x&\le x-\tfrac{x^3}{6}+\tfrac{x^5}{120}.
\end{aligned}
\]

`nonneg_of_slope` performs one such integration, and `taylor_bounds` applies it three times.

```lean
/-- A differentiable function that vanishes at the origin and has non-negative slope on the
half-line `x ≥ 0` is non-negative there. -/
theorem nonneg_of_slope {f f' : ℝ → ℝ} (hf : ∀ x, HasDerivAt f (f' x) x) (h0 : f 0 = 0)
    (hp : ∀ x, 0 ≤ x → 0 ≤ f' x) (x : ℝ) (hx : 0 ≤ x) : 0 ≤ f x := by
  have hm : MonotoneOn f (Set.Ici 0) := by
    apply monotoneOn_of_deriv_nonneg (convex_Ici 0)
    · exact fun y _ => (hf y).continuousAt.continuousWithinAt
    · exact fun y _ => (hf y).differentiableAt.differentiableWithinAt
    · intro y hy
      rw [interior_Ici] at hy
      rw [(hf y).deriv]
      exact hp y (Set.mem_Ioi.1 hy).le
  have h1 := hm (Set.mem_Ici.2 le_rfl) (Set.mem_Ici.2 hx) hx
  rwa [h0] at h1

/-- Taylor bounds for sine (from both sides) and cosine (from above) at `x ≥ 0`. -/
theorem taylor_bounds {x : ℝ} (hx : 0 ≤ x) :
    x - x ^ 3 / 6 ≤ Real.sin x ∧ Real.cos x ≤ 1 - x ^ 2 / 2 + x ^ 4 / 24 ∧
      Real.sin x ≤ x - x ^ 3 / 6 + x ^ 5 / 120 := by
  -- each bound is the integral of the one before it
  have h1 := nonneg_of_slope (f := fun y => Real.sin y - (y - y ^ 3 / 6))
    (f' := fun y => Real.cos y - (1 - y ^ 2 / 2))
    (fun y => ((Real.hasDerivAt_sin y).fun_sub ((hasDerivAt_id' y).fun_sub
      ((hasDerivAt_pow 3 y).div_const 6))).congr_deriv (by push_cast; ring))
    (by simp) (fun y _ => sub_nonneg.2 Real.one_sub_sq_div_two_le_cos)
  have h2 := nonneg_of_slope (f := fun y => 1 - y ^ 2 / 2 + y ^ 4 / 24 - Real.cos y)
    (f' := fun y => Real.sin y - (y - y ^ 3 / 6))
    (fun y => ((((hasDerivAt_const y (1 : ℝ)).fun_sub ((hasDerivAt_pow 2 y).div_const 2)).fun_add
      ((hasDerivAt_pow 4 y).div_const 24)).fun_sub (Real.hasDerivAt_cos y)).congr_deriv
      (by push_cast; ring))
    (by simp) h1
  have h3 := nonneg_of_slope (f := fun y => y - y ^ 3 / 6 + y ^ 5 / 120 - Real.sin y)
    (f' := fun y => 1 - y ^ 2 / 2 + y ^ 4 / 24 - Real.cos y)
    (fun y => ((((hasDerivAt_id' y).fun_sub ((hasDerivAt_pow 3 y).div_const 6)).fun_add
      ((hasDerivAt_pow 5 y).div_const 120)).fun_sub (Real.hasDerivAt_sin y)).congr_deriv
      (by push_cast; ring))
    (by simp) h2
  exact ⟨sub_nonneg.1 (h1 x hx), sub_nonneg.1 (h2 x hx), sub_nonneg.1 (h3 x hx)⟩
```

The slope is \(g'(x)=2/x^3-2\cos x/\sin^3x\). For \(0<x<\pi/2\), cubing the lower sine bound and inserting the upper cosine bound gives

\[
\sin^3x-x^3\cos x\ge\frac{x^7(9-x^2)}{216}>0,
\]

so \(g\) increases strictly up to \(g(\pi/2)=1-4/\pi^2\). Multiplied by \(h^2/4\), this is the upper bound. In Lean, `c4` is the cubed bound and `c2` the positive remainder.

```lean
/-- The dimensionless kernel error increases strictly on `0 < x ≤ π/2`. -/
theorem kernelGap_strictMonoOn : StrictMonoOn kernelGap (Set.Ioc 0 (π / 2)) := by
  have hs : ∀ x ∈ Set.Ioc 0 (π / 2), 0 < Real.sin x := fun x hx =>
    Real.sin_pos_of_pos_of_lt_pi hx.1 (by linarith [hx.2, Real.pi_pos])
  have hd : ∀ x ∈ Set.Ioc 0 (π / 2),
      HasDerivAt kernelGap (2 / x ^ 3 - 2 * Real.cos x / Real.sin x ^ 3) x := by
    intro x hx
    have h1 := (hs x hx).ne'
    have h2 := hx.1.ne'
    have a := (hasDerivAt_const x (1 : ℝ)).fun_div ((Real.hasDerivAt_sin x).fun_pow 2)
      (pow_ne_zero 2 h1)
    have b := (hasDerivAt_const x (1 : ℝ)).fun_div (hasDerivAt_pow 2 x) (pow_ne_zero 2 h2)
    refine (a.fun_sub b).congr_deriv ?_
    simp only [Nat.reduceSub, Nat.cast_ofNat, pow_one, zero_mul, one_mul, zero_sub]
    field_simp
    ring
  apply strictMonoOn_of_deriv_pos (convex_Ioc 0 (π / 2))
  · exact fun x hx => (hd x hx).continuousAt.continuousWithinAt
  · intro x hx
    rw [interior_Ioc] at hx
    have hx' : x ∈ Set.Ioc 0 (π / 2) := ⟨hx.1, hx.2.le⟩
    have x0 : 0 < x := hx.1
    have x2 : x < 2 := by linarith [hx.2, Real.pi_lt_four]
    have u4 : x ^ 2 < 4 := by nlinarith
    obtain ⟨t1, t2, -⟩ := taylor_bounds x0.le
    -- the slope is positive because `x³ cos x < sin³ x`
    have c1 := mul_le_mul_of_nonneg_left t2 (pow_pos x0 3).le
    have c2 : 0 < x ^ 7 * (9 - x ^ 2) := mul_pos (by positivity) (by linarith)
    have c3 : 0 < x * (6 - x ^ 2) := mul_pos x0 (by linarith)
    have c4 := pow_le_pow_left₀ (show 0 ≤ x - x ^ 3 / 6 by nlinarith) t1 3
    rw [(hd x hx').deriv, sub_pos, div_lt_div_iff₀ (pow_pos (hs x hx') 3) (pow_pos x0 3)]
    nlinarith
```

For the lower bound, \(g(x)>1/3\) means \((3+x^2)\sin^2x<3x^2\). Squaring the upper sine bound leaves

\[
3x^2-(3+x^2)\sin^2x\ge x^6\Big(\frac15-\frac{13x^2}{360}+\frac{x^4(37-x^2)}{14400}\Big),
\]

which is positive because \(x^2<5/2\). Likewise, \(g(x)\le1/3+x^2\) follows from

\[
(3+x^2+3x^4)\sin^2x-3x^2\ge x^6\Big(\frac{11}{4}-\frac{35x^2}{36}+\frac{x^4}{12}\Big)\ge0.
\]

These remainders are `a3` and `b2`.

```lean
/-- For `0 < x ≤ π/2` the dimensionless kernel error exceeds `1/3`, by at most `x²`. -/
theorem kernelGap_bounds {x : ℝ} (x0 : 0 < x) (x1 : x ≤ π / 2) :
    1 / 3 < kernelGap x ∧ kernelGap x ≤ 1 / 3 + x ^ 2 := by
  have s0 : 0 < Real.sin x :=
    Real.sin_pos_of_pos_of_lt_pi x0 (by linarith [Real.pi_pos])
  have x2 : x < 1.575 := by linarith [Real.pi_lt_d2]
  have u2 : x ^ 2 < 5 / 2 := by nlinarith
  obtain ⟨t1, -, t3⟩ := taylor_bounds x0.le
  have hs := s0.ne'
  have hx := x0.ne'
  constructor
  · have a1 := mul_le_mul_of_nonneg_left (pow_le_pow_left₀ s0.le t3 2)
      (show 0 ≤ 3 + x ^ 2 by positivity)
    have a2 : 0 ≤ x ^ 4 * (37 - x ^ 2) := mul_nonneg (by positivity) (by linarith)
    have a3 : 0 < x ^ 6 * (1 / 5 - 13 * x ^ 2 / 360 + x ^ 4 * (37 - x ^ 2) / 14400) :=
      mul_pos (by positivity) (by linarith)
    have a4 : 0 < 3 * x ^ 2 - (3 + x ^ 2) * Real.sin x ^ 2 := by nlinarith
    have e : kernelGap x - 1 / 3
        = (3 * x ^ 2 - (3 + x ^ 2) * Real.sin x ^ 2) / (3 * x ^ 2 * Real.sin x ^ 2) := by
      rw [kernelGap]
      field_simp
      ring
    have a5 := div_pos a4 (show 0 < 3 * x ^ 2 * Real.sin x ^ 2 by positivity)
    linarith
  · have c3 : 0 < x * (6 - x ^ 2) := mul_pos x0 (by linarith)
    have b1 := mul_le_mul_of_nonneg_left
      (pow_le_pow_left₀ (show 0 ≤ x - x ^ 3 / 6 by nlinarith) t1 2)
      (show 0 ≤ 3 + x ^ 2 + 3 * x ^ 4 by positivity)
    have b2 : 0 ≤ x ^ 6 * (11 / 4 - 35 * x ^ 2 / 36 + x ^ 4 / 12) :=
      mul_nonneg (by positivity) (by linarith [pow_pos x0 4])
    have b3 : 0 ≤ (3 + x ^ 2 + 3 * x ^ 4) * Real.sin x ^ 2 - 3 * x ^ 2 := by nlinarith
    have e : 1 / 3 + x ^ 2 - kernelGap x
        = ((3 + x ^ 2 + 3 * x ^ 4) * Real.sin x ^ 2 - 3 * x ^ 2)
          / (3 * x ^ 2 * Real.sin x ^ 2) := by
      rw [kernelGap]
      field_simp
      ring
    have b4 := div_nonneg b3 (show 0 ≤ 3 * x ^ 2 * Real.sin x ^ 2 by positivity)
    linarith
```

Beyond Nyquist the upper bound fails at once: \(g'\) stays positive for \(\pi/2\le x<\pi\), so the error exceeds the bound whenever \(\pi<|Gh|<2\pi\).

## No constant component: \(0<|Gh|\)

The coefficient at \(G=0\) is the mean charge density, and unless it vanishes a periodic Poisson equation has no solution. Setting it to zero amounts to adding a uniform neutralising background. By hand, the condition permits division by \(G^2\) and \(\sin^2x\). In Lean it supplies `hG` and `hh` for the scaling identity, which is stated for all \(Gh\ne0\) but describes a kernel error only where \(\sin(Gh/2)\ne0\), as is the case up to Nyquist. At \(G=0\) both kernels are undefined as fractions, and Lean's convention of setting them to zero would violate the strict lower bound for \(h\ne0\).

```lean
/-- For `G h ≠ 0` the kernel error is `h²/4` times the dimensionless error at `|G h| / 2`. -/
theorem error_eq_kernelGap {h G : ℝ} (h0 : 0 < |G * h|) :
    gridKernel h G - coulombKernel G = h ^ 2 / 4 * kernelGap (|G * h| / 2) := by
  have hG := left_ne_zero_of_mul (abs_pos.1 h0)
  have hh := right_ne_zero_of_mul (abs_pos.1 h0)
  have hs : Real.sin (|G * h| / 2) ^ 2 = Real.sin (G * h / 2) ^ 2 := by
    rcases abs_choice (G * h) with e | e <;> rw [e]
    rw [neg_div, Real.sin_neg, neg_sq]
  have e : h ^ 2 / 4 * (1 / ((G * h) ^ 2 / 2 ^ 2)) = 1 / G ^ 2 := by
    field_simp
    ring
  rw [gridKernel, coulombKernel, kernelGap, hs, div_pow, sq_abs, mul_sub, e,
    div_mul_div_comm, mul_one]
```

The main theorem combines both conditions: `hx` places \(|Gh|/2\) in \((0,\pi/2]\), monotonicity gives the upper bound, and injectivity gives the equality case.

```lean
/-- For `0 < |G h| ≤ π` the grid kernel exceeds `1/G²` by more than `h²/12` and by at most
`h² (1/4 - 1/π²)`; the upper bound is attained exactly at the Nyquist frequency `|G h| = π`. -/
theorem uniform_kernel_error {h G : ℝ} (h0 : 0 < |G * h|) (h1 : |G * h| ≤ π) :
    h ^ 2 / 12 < gridKernel h G - coulombKernel G ∧
      gridKernel h G - coulombKernel G ≤ h ^ 2 * (1 / 4 - 1 / π ^ 2) ∧
      (gridKernel h G - coulombKernel G = h ^ 2 * (1 / 4 - 1 / π ^ 2) ↔ |G * h| = π) := by
  have hh : 0 < h ^ 2 / 4 := by
    have := right_ne_zero_of_mul (abs_pos.1 h0)
    positivity
  have hx : |G * h| / 2 ∈ Set.Ioc 0 (π / 2) := ⟨by linarith, by linarith⟩
  have hN : π / 2 ∈ Set.Ioc 0 (π / 2) := ⟨by linarith [Real.pi_pos], le_rfl⟩
  have hv : h ^ 2 * (1 / 4 - 1 / π ^ 2) = h ^ 2 / 4 * kernelGap (π / 2) := by
    rw [kernelGap, Real.sin_pi_div_two]
    ring
  rw [error_eq_kernelGap h0, hv]
  refine ⟨?_, ?_, ?_, ?_⟩
  · have := mul_lt_mul_of_pos_left (kernelGap_bounds hx.1 hx.2).1 hh
    linarith
  · exact mul_le_mul_of_nonneg_left (kernelGap_strictMonoOn.monotoneOn hx hN hx.2) hh.le
  · intro e
    have := kernelGap_strictMonoOn.injOn hx hN (mul_left_cancel₀ hh.ne' e)
    linarith
  · intro e
    rw [e]
```

Rescaling \(g(x)\le1/3+x^2\) bounds the error by \(h^2/12+G^2h^4/16\), so the constant \(1/12\) is sharp for long waves.

```lean
/-- For `0 < |G h| ≤ π` the kernel error is at most `h²/12 + G² h⁴/16`. -/
theorem long_wave_error {h G : ℝ} (h0 : 0 < |G * h|) (h1 : |G * h| ≤ π) :
    gridKernel h G - coulombKernel G ≤ h ^ 2 / 12 + G ^ 2 * h ^ 4 / 16 := by
  have hb := (kernelGap_bounds (x := |G * h| / 2) (by linarith) (by linarith)).2
  rw [div_pow, sq_abs] at hb
  have := mul_le_mul_of_nonneg_left hb (show 0 ≤ h ^ 2 / 4 by positivity)
  rw [error_eq_kernelGap h0]
  linarith
```

## A density within the grid's band: every \(G\) in a finite set `S`

Here `ρ G` is the density coefficient at \(G\), the same in both potentials. Each wave has modulus one, so the triangle inequality bounds the potential error at every point by \(h^2(1/4-1/\pi^2)\sum_{G\in S}|\rho_G|\). The proof applies the main theorem term by term through `norm_sum_le_of_le`.

In a periodic cell, finitely many wave numbers satisfy \(|Gh|\le\pi\), so finiteness is no further restriction there. The band limit is one: the estimate fails for a density that consists of one wave with \(\pi<|Gh|<2\pi\) and nonzero coefficient.

```lean
/-- For a density made of finitely many plane waves with `0 < |G h| ≤ π`, the grid and continuum
potentials differ at every point by at most `h² (1/4 - 1/π²)` times the sum of the moduli of the
density coefficients. -/
theorem potential_error {h : ℝ} (S : Finset ℝ) (ρ : ℝ → ℂ)
    (hS : ∀ G ∈ S, 0 < |G * h| ∧ |G * h| ≤ π) (x : ℝ) :
    ‖∑ G ∈ S, ρ G * gridKernel h G * planeWave G x
      - ∑ G ∈ S, ρ G * coulombKernel G * planeWave G x‖
      ≤ h ^ 2 * (1 / 4 - 1 / π ^ 2) * ∑ G ∈ S, ‖ρ G‖ := by
  rw [← Finset.sum_sub_distrib, Finset.mul_sum]
  refine norm_sum_le_of_le S fun G hG => ?_
  obtain ⟨lo, up, -⟩ := uniform_kernel_error (hS G hG).1 (hS G hG).2
  have pos : 0 < gridKernel h G - coulombKernel G := by linarith [sq_nonneg h]
  have e : ρ G * gridKernel h G * planeWave G x - ρ G * coulombKernel G * planeWave G x
      = ((gridKernel h G - coulombKernel G : ℝ) : ℂ) * ρ G * planeWave G x := by
    push_cast
    ring
  have hw : ‖planeWave G x‖ = 1 := Complex.norm_exp_ofReal_mul_I _
  rw [e, norm_mul, norm_mul, hw, mul_one, Complex.norm_real, Real.norm_eq_abs, abs_of_pos pos]
  exact mul_le_mul_of_nonneg_right up (norm_nonneg _)

end

end GridCoulombKernel
```

```lean
#print axioms GridCoulombKernel.gridKernel_solves_poisson
-- 'GridCoulombKernel.gridKernel_solves_poisson' depends on axioms: [propext, Classical.choice, Quot.sound]
#print axioms GridCoulombKernel.long_wave_error
-- 'GridCoulombKernel.long_wave_error' depends on axioms: [propext, Classical.choice, Quot.sound]
#print axioms GridCoulombKernel.potential_error
-- 'GridCoulombKernel.potential_error' depends on axioms: [propext, Classical.choice, Quot.sound]
```
